# For a Hermitian matrix Hamiltonian, the conserved matrices form a space whose dimension is the sum of the squared degeneracies

Let $H$ be a Hermitian $N\times N$ matrix, read as a time-independent Hamiltonian in units with $\hbar=1$, and call a complex matrix $A$ conserved if $e^{itH}Ae^{-itH}=A$ for every real $t$. Write $g_E$ for the degeneracy of the energy $E$, that is, the dimension of its eigenspace; the Lean file below proves that the conserved matrices form a complex vector space of dimension $\sum_E g_E^2$, where the sum runs over the distinct energies.

```lean
import Mathlib

open Matrix Module

namespace ConservedObservables

noncomputable section

variable {n : Type*} [Fintype n] [DecidableEq n]

/-- The Heisenberg evolution `exp(itH) A exp(-itH)` of the matrix `A`. -/
def evolve (H : Matrix n n ℂ) (t : ℝ) (A : Matrix n n ℂ) : Matrix n n ℂ :=
  NormedSpace.exp ((t * Complex.I) • H) * A * NormedSpace.exp ((-(t * Complex.I)) • H)

/-- The complex vector space of matrices that do not change under Heisenberg evolution. -/
def conserved (H : Matrix n n ℂ) : Submodule ℂ (Matrix n n ℂ) where
  carrier := {A | ∀ t : ℝ, evolve H t A = A}
  zero_mem' := by
    intro t
    simp [evolve]
  add_mem' := by
    intro A B hA hB t
    have h1 : evolve H t A = A := hA t
    have h2 : evolve H t B = B := hB t
    unfold evolve at h1 h2 ⊢
    rw [mul_add, add_mul, h1, h2]
  smul_mem' := by
    intro c A hA t
    have h1 : evolve H t A = A := hA t
    unfold evolve at h1 ⊢
    rw [Matrix.mul_smul, Matrix.smul_mul, h1]

/-- The degeneracy of the energy `E`: the dimension of the eigenspace of `H` at `E`. -/
def degeneracy (H : Matrix n n ℂ) (E : ℝ) : ℕ :=
  finrank ℂ (End.eigenspace (Matrix.toLin' H) (E : ℂ))

/-- A Hermitian matrix is diagonal, with its eigenvalues as entries, in a suitable basis. -/
theorem exists_energy_basis {H : Matrix n n ℂ} (hH : H.IsHermitian) :
    ∃ U V : Matrix n n ℂ, U * V = 1 ∧ V * U = 1 ∧
      H = U * diagonal (fun i => (hH.eigenvalues i : ℂ)) * V := by
  refine ⟨hH.eigenvectorUnitary, star (hH.eigenvectorUnitary : Matrix n n ℂ),
    Matrix.mem_unitaryGroup_iff.1 hH.eigenvectorUnitary.2,
    Matrix.mem_unitaryGroup_iff'.1 hH.eigenvectorUnitary.2, ?_⟩
  have h := hH.spectral_theorem
  rw [Unitary.conjStarAlgAut_apply] at h
  exact h

/-- A subspace defined by the vanishing of some coordinates has as its dimension the number
of remaining coordinates. -/
theorem finrank_of_coordinates {M ι : Type*} [AddCommGroup M] [Module ℂ M] [Fintype ι]
    (Φ : M ≃ₗ[ℂ] (ι → ℂ)) (p : ι → Prop) [DecidablePred p] (S : Submodule ℂ M)
    (hS : ∀ x, x ∈ S ↔ ∀ i, ¬ p i → Φ x i = 0) :
    finrank ℂ S = Fintype.card {i // p i} := by
  let f : S →ₗ[ℂ] ({i // p i} → ℂ) :=
    (LinearMap.funLeft ℂ ℂ Subtype.val) ∘ₗ Φ.toLinearMap ∘ₗ S.subtype
  have hf : ∀ x i, f x i = Φ x.1 i.1 := fun _ _ => rfl
  have hinj : Function.Injective f := by
    intro x y hxy
    apply Subtype.ext
    apply Φ.injective
    funext i
    by_cases hi : p i
    · exact congrFun hxy ⟨i, hi⟩
    · rw [(hS x.1).1 x.2 i hi, (hS y.1).1 y.2 i hi]
  have hsurj : Function.Surjective f := by
    intro g
    refine ⟨⟨Φ.symm (fun i => if h : p i then g ⟨i, h⟩ else 0), ?_⟩, ?_⟩
    · rw [hS]
      intro i hi
      simp [hi]
    · funext i
      rw [hf]
      simp [i.2]
  exact (LinearEquiv.ofBijective f ⟨hinj, hsurj⟩).finrank_eq.trans
    (Module.finrank_fintype_fun_eq_card ℂ)

section EnergyBasis

variable {H U V : Matrix n n ℂ} {d : n → ℝ}

/-- In the energy basis each matrix element of `A` acquires the phase `exp(it(d i - d j))`. -/
theorem evolve_matrix_element (hUV : U * V = 1) (hVU : V * U = 1)
    (hH : H = U * diagonal (fun i => (d i : ℂ)) * V) (t : ℝ) (A : Matrix n n ℂ) (i j : n) :
    (V * evolve H t A * U) i j =
      Complex.exp (t * Complex.I * (d i - d j)) * (V * A * U) i j := by
  have hinv : U⁻¹ = V := Matrix.inv_eq_right_inv hUV
  have hunit : IsUnit U := ⟨⟨U, V, hUV, hVU⟩, rfl⟩
  -- the propagator is diagonal in the energy basis
  have hexp : ∀ c : ℂ, NormedSpace.exp (c • H) =
      U * diagonal (fun k => Complex.exp (c * d k)) * V := by
    intro c
    have hd : c • diagonal (fun k => (d k : ℂ)) = diagonal (fun k => c * (d k : ℂ)) := by
      ext a b
      by_cases h : a = b <;> simp [h]
    have he : NormedSpace.exp (fun k => c * (d k : ℂ)) =
        fun k => Complex.exp (c * d k) := by
      funext k
      rw [Complex.exp_eq_exp_ℂ]
      exact NormedSpace.map_exp (Pi.evalRingHom (fun _ : n => ℂ) k) (continuous_apply k) _
    rw [hH, ← Matrix.smul_mul, ← Matrix.mul_smul, hd, ← hinv,
      Matrix.exp_conj _ _ hunit, Matrix.exp_diagonal, he]
  have hmat : ∀ P Q : Matrix n n ℂ,
      V * (U * P * V * A * (U * Q * V)) * U = P * (V * A * U) * Q := by
    intro P Q
    calc V * (U * P * V * A * (U * Q * V)) * U
        = (V * U) * P * (V * A * U) * Q * (V * U) := by simp only [mul_assoc]
      _ = P * (V * A * U) * Q := by rw [hVU, one_mul, mul_one]
  have hphase : Complex.exp (t * Complex.I * (d i - d j)) =
      Complex.exp (t * Complex.I * d i) * Complex.exp (-(t * Complex.I) * d j) := by
    rw [← Complex.exp_add]
    congr 1
    ring
  rw [evolve, hexp, hexp, hmat, Matrix.mul_diagonal, Matrix.diagonal_mul, hphase]
  ring

/-- A matrix is conserved exactly when its elements between energy basis states of different energy
vanish. -/
theorem mem_conserved_iff (hUV : U * V = 1) (hVU : V * U = 1)
    (hH : H = U * diagonal (fun i => (d i : ℂ)) * V) (A : Matrix n n ℂ) :
    A ∈ conserved H ↔ ∀ p : n × n, ¬ d p.1 = d p.2 → (V * A * U) p.1 p.2 = 0 := by
  constructor
  · rintro h ⟨i, j⟩ hij
    have hne : (d i : ℂ) - d j ≠ 0 := by exact_mod_cast sub_ne_zero.2 hij
    -- at this time the phase equals -1
    have e := evolve_matrix_element hUV hVU hH (Real.pi / (d i - d j)) A i j
    have hA : evolve H (Real.pi / (d i - d j)) A = A := h _
    have harg : ((Real.pi / (d i - d j) : ℝ) : ℂ) * Complex.I * (d i - d j) =
        Real.pi * Complex.I := by
      push_cast
      field_simp
    rw [hA, harg, Complex.exp_pi_mul_I] at e
    change (V * A * U) i j = 0
    linear_combination (1 / 2 : ℂ) * e
  · intro h t
    have hB : V * evolve H t A * U = V * A * U := by
      ext i j
      rw [evolve_matrix_element hUV hVU hH]
      by_cases hij : d i = d j
      · simp [hij]
      · have h0 : (V * A * U) i j = 0 := h (i, j) hij
        rw [h0, mul_zero]
    have undo : ∀ X : Matrix n n ℂ, U * (V * X * U) * V = X := by
      intro X
      calc U * (V * X * U) * V = (U * V) * X * (U * V) := by simp only [mul_assoc]
        _ = X := by rw [hUV, one_mul, mul_one]
    rw [← undo (evolve H t A), hB, undo]

/-- The degeneracy of `E` is the number of basis states with energy `E`. -/
theorem degeneracy_eq_card (hUV : U * V = 1) (hVU : V * U = 1)
    (hH : H = U * diagonal (fun i => (d i : ℂ)) * V) (E : ℝ) :
    degeneracy H E = Fintype.card {i // d i = E} := by
  have inv1 : ∀ w : n → ℂ, U *ᵥ (V *ᵥ w) = w := fun w => by
    rw [Matrix.mulVec_mulVec, hUV, Matrix.one_mulVec]
  have inv2 : ∀ w : n → ℂ, V *ᵥ (U *ᵥ w) = w := fun w => by
    rw [Matrix.mulVec_mulVec, hVU, Matrix.one_mulVec]
  let Φ : (n → ℂ) ≃ₗ[ℂ] (n → ℂ) :=
    { toFun := fun v => V *ᵥ v
      invFun := fun v => U *ᵥ v
      map_add' := fun v w => Matrix.mulVec_add V v w
      map_smul' := fun c v => Matrix.mulVec_smul V c v
      left_inv := inv1
      right_inv := inv2 }
  refine finrank_of_coordinates Φ (fun i => d i = E) _ fun v => ?_
  change _ ↔ ∀ i, ¬ d i = E → (V *ᵥ v) i = 0
  have e : V *ᵥ (H *ᵥ v) = diagonal (fun i => (d i : ℂ)) *ᵥ (V *ᵥ v) := by
    rw [hH, ← Matrix.mulVec_mulVec, ← Matrix.mulVec_mulVec, inv2]
  rw [End.mem_eigenspace_iff, Matrix.toLin'_apply]
  constructor
  · intro h i hi
    rw [h, Matrix.mulVec_smul] at e
    have ei := congrFun e i
    rw [Matrix.mulVec_diagonal, Pi.smul_apply, smul_eq_mul] at ei
    have hne : (d i : ℂ) - E ≠ 0 := by exact_mod_cast sub_ne_zero.2 hi
    have hz : ((d i : ℂ) - E) * (V *ᵥ v) i = 0 := by linear_combination -ei
    exact (mul_eq_zero.1 hz).resolve_left hne
  · intro h
    have hD : diagonal (fun i => (d i : ℂ)) *ᵥ (V *ᵥ v) = (E : ℂ) • (V *ᵥ v) := by
      funext i
      rw [Matrix.mulVec_diagonal, Pi.smul_apply, smul_eq_mul]
      by_cases hi : d i = E
      · rw [hi]
      · rw [h i hi, mul_zero, mul_zero]
    rw [← inv1 (H *ᵥ v), e, hD, Matrix.mulVec_smul, inv1]

/-- The dimension of the space of conserved matrices is the number of ordered pairs of basis states
with equal energy. -/
theorem finrank_conserved_eq_pairs (hUV : U * V = 1) (hVU : V * U = 1)
    (hH : H = U * diagonal (fun i => (d i : ℂ)) * V) :
    finrank ℂ (conserved H) = Fintype.card {p : n × n // d p.1 = d p.2} := by
  let Φ : Matrix n n ℂ ≃ₗ[ℂ] (n × n → ℂ) :=
    { toFun := fun A p => (V * A * U) p.1 p.2
      invFun := fun g => U * Matrix.of (fun i j => g (i, j)) * V
      map_add' := fun A B => by
        funext p
        simp [mul_add, add_mul]
      map_smul' := fun c A => by
        funext p
        simp
      left_inv := fun A => by
        change U * (V * A * U) * V = A
        calc U * (V * A * U) * V = (U * V) * A * (U * V) := by simp only [mul_assoc]
          _ = A := by rw [hUV, one_mul, mul_one]
      right_inv := fun g => by
        funext p
        have h : ∀ G : Matrix n n ℂ, V * (U * G * V) * U = G := fun G => by
          calc V * (U * G * V) * U = (V * U) * G * (V * U) := by simp only [mul_assoc]
            _ = G := by rw [hVU, one_mul, mul_one]
        change (V * (U * Matrix.of (fun i j => g (i, j)) * V) * U) p.1 p.2 = g p
        rw [h]
        rfl }
  exact finrank_of_coordinates Φ (fun p => d p.1 = d p.2) _ (mem_conserved_iff hUV hVU hH)

end EnergyBasis

/-- For a Hermitian Hamiltonian the space of conserved matrices has dimension equal to the sum of
the squared degeneracies of the distinct energies. -/
theorem finrank_conserved {H : Matrix n n ℂ} (hH : H.IsHermitian) :
    finrank ℂ (conserved H) =
      ∑ E ∈ Finset.univ.image hH.eigenvalues, degeneracy H E ^ 2 := by
  obtain ⟨U, V, hUV, hVU, hd⟩ := exists_energy_basis hH
  rw [finrank_conserved_eq_pairs hUV hVU hd, Fintype.card_subtype]
  -- sort the pairs by their common energy
  rw [Finset.card_eq_sum_card_fiberwise (f := fun p : n × n => hH.eigenvalues p.1)
    (t := Finset.univ.image hH.eigenvalues) (fun p _ => by simp)]
  refine Finset.sum_congr rfl fun E _ => ?_
  rw [degeneracy_eq_card hUV hVU hd, Fintype.card_subtype, sq, ← Finset.card_product]
  congr 1
  ext ⟨i, j⟩
  simp only [Finset.mem_filter, Finset.mem_univ, true_and, Finset.mem_product]
  constructor
  · rintro ⟨h1, h2⟩
    exact ⟨h2, h1.symm.trans h2⟩
  · rintro ⟨h1, h2⟩
    exact ⟨h1.trans h2.symm, h1⟩

/-- For a Hermitian Hamiltonian the space of conserved matrices has dimension at least the number of
basis states, with equality if and only if no energy is repeated. -/
theorem card_le_finrank_conserved {H : Matrix n n ℂ} (hH : H.IsHermitian) :
    Fintype.card n ≤ finrank ℂ (conserved H) ∧
      (finrank ℂ (conserved H) = Fintype.card n ↔ Function.Injective hH.eigenvalues) := by
  obtain ⟨U, V, hUV, hVU, hd⟩ := exists_energy_basis hH
  rw [finrank_conserved_eq_pairs hUV hVU hd]
  -- every state is paired with itself
  let f : n → {p : n × n // hH.eigenvalues p.1 = hH.eigenvalues p.2} := fun i => ⟨(i, i), rfl⟩
  have hf : Function.Injective f := fun i j h => congrArg (fun q => q.1.1) h
  refine ⟨Fintype.card_le_of_injective f hf, ?_, ?_⟩
  · intro hc i j hij
    obtain ⟨k, hk⟩ := ((Fintype.bijective_iff_injective_and_card f).2 ⟨hf, hc.symm⟩).2
      ⟨(i, j), hij⟩
    have h1 : k = i := congrArg (fun q => q.1.1) hk
    have h2 : k = j := congrArg (fun q => q.1.2) hk
    exact h1.symm.trans h2
  · intro hinj
    have hs : Function.Surjective f := by
      rintro ⟨⟨i, j⟩, hij⟩
      have h : i = j := hinj hij
      subst h
      exact ⟨i, rfl⟩
    exact (Fintype.card_of_bijective ⟨hf, hs⟩).symm

end

end ConservedObservables
```

```lean
#print axioms ConservedObservables.finrank_conserved
#print axioms ConservedObservables.card_le_finrank_conserved
```

```
'ConservedObservables.finrank_conserved' depends on axioms: [propext, Classical.choice, Quot.sound]
'ConservedObservables.card_le_finrank_conserved' depends on axioms: [propext, Classical.choice, Quot.sound]
```

## Conserved matrices and degeneracies in Lean

The finite type `n` labels the basis states, and `Fintype.card n` is their number $N$. A matrix of type `Matrix n n ℂ` represents an operator on the $N$-level system. The function `evolve H t A` is the Heisenberg-evolved operator $A(t)=e^{itH}Ae^{-itH}$, with the positive sign in the left exponential and with a real time `t`.

`conserved H` collects the matrices fixed at all times. It is declared as a `Submodule`, so its definition includes the proofs that zero, sums and complex multiples of conserved matrices are conserved. `degeneracy H E` is the dimension of the eigenspace of $H$ at the real number $E$.

The main theorem, `finrank_conserved`, has one hypothesis, `hH : H.IsHermitian`. This is the usual requirement that the energies be real and the time evolution unitary. From it Mathlib supplies `hH.eigenvalues`, a list of real energies indexed by `n` in which a degenerate energy is repeated. The set `Finset.univ.image hH.eigenvalues` removes the repetitions, so each distinct energy enters the sum once.

The second theorem, `card_le_finrank_conserved`, says that the dimension is at least $N$, and that it equals $N$ exactly when `hH.eigenvalues` is injective, which means that the spectrum is nondegenerate.

## What is being counted

The count concerns linear independence over the complex numbers. The identity and all powers of $H$ are conserved, but they add to the count only as far as they are linearly independent. Members of `conserved H` need not be Hermitian, so not all of them are observables. The adjoint of a conserved matrix is again conserved, so the Hermitian ones form a real vector space whose real dimension is the same number; that short argument is made here and not in the file.

In exact diagonalisation of a finite matrix Hamiltonian, the result turns the list of exact degeneracies into the number of linearly independent constants of motion. Infinite-dimensional systems, time-dependent Hamiltonians and operators with an explicit time dependence are not covered.

## From phases to a sum of squares

Diagonalise the Hamiltonian as $H=UDV$, where $D=\operatorname{diag}(d_i)$ holds the real energies, the columns of $U$ are orthonormal eigenvectors, and $V=U^\dagger=U^{-1}$. For any complex number $c$, the exponential is then
$$e^{cH}=U\,\operatorname{diag}(e^{cd_i})\,V .$$

Let $B=VAU$ be the matrix of $A$ in the energy basis. Since $VU=1$,
$$V A(t)\,U=e^{itD}\,B\,e^{-itD},\qquad (VA(t)U)_{ij}=e^{it(d_i-d_j)}B_{ij}.$$

Suppose that $A$ is conserved and that $d_i\neq d_j$. At the time $t=\pi/(d_i-d_j)$ the phase is $e^{i\pi}=-1$, where the $i$ in the exponent is the imaginary unit. Conservation gives $B_{ij}=-B_{ij}$, hence $B_{ij}=0$.

Conversely, suppose that $B_{ij}=0$ whenever $d_i\neq d_j$. The remaining elements have $d_i=d_j$ and phase $1$, so $VA(t)U=B$ at all times. Multiplying by $U$ on the left and by $V$ on the right gives $A(t)=A$.

A conserved matrix is therefore specified by freely chosen elements $B_{ij}$ at the ordered pairs $(i,j)$ with $d_i=d_j$. The map $A\mapsto VAU$ is linear and invertible, so the dimension of the conserved space is the number of these pairs.

The degeneracy is also a count of indices. If $Hv=Ev$ and $w=Vv$, then $d_iw_i=Ew_i$ for every $i$, so $w_i=0$ unless $d_i=E$. Conversely, every $w$ with this property gives a solution $v=Uw$. Hence $g_E$ is the number of indices with $d_i=E$.

For a fixed $E$, a pair with $d_i=d_j=E$ is an independent choice of two such indices, which gives $g_E^2$ pairs. Summing over the distinct energies yields
$$\dim_{\mathbb C}\{A: A(t)=A\text{ for all }t\}=\sum_E g_E^2 .$$

The $N$ pairs $(i,i)$ always have equal energies, which gives the lower bound $N$. There are no other pairs exactly when no energy is repeated.

## How the Lean proof follows the calculation

`exists_energy_basis` takes $U$ and $V$ from Mathlib's spectral theorem. The lemmas in the section `EnergyBasis` assume only $UV=VU=1$, the factorisation $H=UDV$ and the reality of the $d_i$; they do not need $U$ to be unitary.

`evolve_matrix_element` is the phase formula. Its step `hexp` computes the exponential of $cH$ by moving the conjugation outside and exponentiating the diagonal entries. The step `hmat` cancels the factors $VU$ at the two ends of the product, and `hphase` combines the two exponentials into one phase.

`mem_conserved_iff` contains both directions of the selection rule. In the forward direction, `harg` simplifies the exponent at $t=\pi/(d_i-d_j)$ to $\pi$ times the imaginary unit, and `linear_combination` solves $B_{ij}=-B_{ij}$. In the reverse direction, `hB` shows that the evolved and original matrices agree element by element in the energy basis, and `undo` returns to the original basis.

`finrank_of_coordinates` is the general dimension count. Given linear coordinates $\Phi$ and the subspace of all vectors for which certain coordinates vanish, it restricts each vector to the other coordinates. This restriction is injective because the omitted coordinates are zero, and surjective because any choice of the free ones can be extended by zeros.

The lemma is applied twice. In `degeneracy_eq_card` the coordinates of a vector $v$ are the components of $Vv$, and the free ones are those with $d_i=E$. In `finrank_conserved_eq_pairs` the coordinates of a matrix $A$ are the elements of $VAU$, and the free ones are the pairs of equal energy.

`finrank_conserved` then sorts the pairs by the energy of their first index, using `Finset.card_eq_sum_card_fiberwise`. The final `constructor` block checks that the pairs assigned to $E$ are exactly those in which both indices have energy $E$. Their number is the product of two equal counts, which is `degeneracy H E ^ 2`.

For the bound, `card_le_finrank_conserved` uses the injective map $i\mapsto(i,i)$ into the pairs of equal energy. If the two sets have the same size, this map is also surjective, so every pair $(i,j)$ of equal energy has $i=j$ and the energies are distinct. If the energies are distinct, every such pair has the form $(i,i)$, and the sizes agree.
